# Kirkwood's upper bound on the second-order energy when $E_0$ is the lowest level

Take two levels with energies 0 and 1, exchanged by a coupling $V$ of strength 1. The unperturbed state is $\psi_0=(1,0)$, with $E_0=0$ and first-order energy $E_1=\langle V\rangle=0$. The perturbation sends it to $\chi=(V-E_1)\psi_0=(0,1)$. Use $c\chi$, with $c$ real, as a trial first-order correction in the Hylleraas functional

$$J(\varphi)=\langle\varphi,(H_0-E_0)\varphi\rangle+2\,\mathrm{Re}\,\langle\varphi,(V-E_1)\psi_0\rangle .$$

This gives $J(c\chi)=c^2+2c$, with minimum $-1$ at $c=-1$, which is the exact second-order energy $E_2$.

With a third level at energy 3, also coupled to $\psi_0$ with strength 1, a single factor $c$ has to serve two excited levels. The minimum is again $-1$, but $E_2=-1-\tfrac13=-\tfrac43$. In general, with $a=\langle\chi,(H_0-E_0)\chi\rangle$, the minimum is $-\|\chi\|^4/a$, and it lies at or above $E_2$ under the hypotheses below.

## The space, the functional and the energy

The space `F` is a complex inner product space of any dimension, not necessarily complete, and the inner product is conjugate-linear in its first argument.

In Lean 4 with Mathlib:

```lean
import Mathlib

open Complex

namespace KirkwoodBound

noncomputable section

variable {F : Type*} [NormedAddCommGroup F] [InnerProductSpace ℂ F]
```

Operators are defined on all of `F`. Unbounded Hamiltonians are therefore covered only on a subspace that $H_0$ and $V$ map into itself and that contains $\psi_0$ and $\psi_1$.

```lean
/-- The operator `T - e` for a real number `e`. -/
def shifted (T : F →ₗ[ℂ] F) (e : ℝ) : F →ₗ[ℂ] F := T - (e : ℂ) • LinearMap.id
```

Below, $S=H_0-E_0$ stands for `shifted H₀ E₀`. Expectation values are real parts, without division by the squared norm.

```lean
/-- The real part of `⟨φ, A φ⟩`. -/
def expval (A : F →ₗ[ℂ] F) (φ : F) : ℝ := (inner ℂ φ (A φ)).re

/-- The Hylleraas functional `J(φ) = ⟨φ, (H₀ - E₀) φ⟩ + 2 Re ⟨φ, (V - E₁) ψ₀⟩`. -/
def hylleraas (H₀ V : F →ₗ[ℂ] F) (E₀ E₁ : ℝ) (ψ₀ φ : F) : ℝ :=
  expval (shifted H₀ E₀) φ + 2 * (inner ℂ φ (shifted V E₁ ψ₀)).re
```

`secondOrder` is the usual $E_2$ when $\psi_0$ is a normalised, non-degenerate eigenstate of $H_0$ and $\psi_1$ is its first-order correction.

```lean
/-- The real part of `⟨ψ₀, (V - E₁) ψ₁⟩`, for any vectors `ψ₀` and `ψ₁`. -/
def secondOrder (V : F →ₗ[ℂ] F) (E₁ : ℝ) (ψ₀ ψ₁ : F) : ℝ :=
  (inner ℂ ψ₀ (shifted V E₁ ψ₁)).re

/-- The commutator `[A, B]`. -/
def comm (A B : F →ₗ[ℂ] F) : F →ₗ[ℂ] F := A ∘ₗ B - B ∘ₗ A
```

## $H_0$ and $V$ are symmetric

Symmetry makes energies real and lets an operator move across the inner product. In the hand derivation of the main theorem it is used twice. It merges the cross terms in

$$\langle u+tv,S(u+tv)\rangle=\langle u,Su\rangle+2t\,\mathrm{Re}\langle u,Sv\rangle+t^2\langle v,Sv\rangle ,\qquad t\in\mathbb R,$$

and it turns $\langle\psi_0,(V-E_1)\psi_1\rangle$ into $\langle\chi,\psi_1\rangle$. The first use is `expval_line`; the second is a rewriting step in the main theorem.

```lean
variable {A H₀ V : F →ₗ[ℂ] F} {E₀ E₁ : ℝ} {ψ₀ ψ₁ χ : F}

/-- Subtracting a real number from a symmetric operator leaves it symmetric. -/
theorem shifted_symmetric (hA : A.IsSymmetric) (e : ℝ) : (shifted A e).IsSymmetric := by
  intro x y
  simp only [shifted, LinearMap.sub_apply, LinearMap.smul_apply, LinearMap.id_apply,
    inner_sub_left, inner_sub_right, inner_smul_left, inner_smul_right,
    Complex.conj_ofReal, hA x y]

/-- The expectation value of a symmetric operator along the line `u + t v`, `t` real. -/
theorem expval_line (hA : A.IsSymmetric) (u v : F) (t : ℝ) :
    expval A (u + (t : ℂ) • v) =
      expval A u + 2 * t * (inner ℂ u (A v)).re + t ^ 2 * expval A v := by
  have h : (inner ℂ v (A u)).re = (inner ℂ u (A v)).re := by
    rw [← hA v u, ← inner_conj_symm (A v) u, Complex.conj_re]
  simp only [expval, map_add, map_smul, inner_add_left, inner_add_right, inner_smul_left,
    inner_smul_right, Complex.conj_ofReal, Complex.add_re, Complex.re_ofReal_mul]
  rw [h]
  ring
```

Without symmetry of $V$ the bound fails: if $V$ takes level 0 to level 1 but sends level 1 to zero, the two-level example has $E_2=0>-1$. Symmetry of $H_0$ matters too. Let $S$ vanish on level 0 and act on levels 1 and 2 as $\begin{pmatrix}1&1\\-1&1\end{pmatrix}$, with $V$ exchanging levels 0 and 1 and vanishing on level 2. The real part of $\langle x,Sx\rangle$ is never negative and $a=1$, yet $E_2=-\tfrac12>-1$.

## $H_0-E_0$ is positive semidefinite

No state has an energy below $E_0$, so for an eigenstate $\psi_0$ with energy $E_0$ this says that $\psi_0$ is a ground state. The quadratic in $t$ above is then never negative, so its discriminant is at most zero:

$$(\mathrm{Re}\langle u,Sv\rangle)^2\le\langle u,Su\rangle\,\langle v,Sv\rangle .$$

The proof follows the same route, with `discrim_le_zero` supplying the discriminant condition.

```lean
/-- The Cauchy-Schwarz inequality for the real part of the form of a symmetric positive semidefinite
operator. -/
theorem form_cauchy_schwarz (hA : A.IsSymmetric) (hpos : ∀ x, 0 ≤ expval A x) (u v : F) :
    (inner ℂ u (A v)).re ^ 2 ≤ expval A u * expval A v := by
  have h := discrim_le_zero (a := expval A v) (b := 2 * (inner ℂ u (A v)).re)
    (c := expval A u) (fun t => by
      have ht := hpos (u + (t : ℂ) • v)
      rw [expval_line hA] at ht
      nlinarith)
  unfold discrim at h
  nlinarith
```

For an excited reference state the bound can fail. Put $\psi_0$ at energy 0 and couple it with strength 1 to levels at 3 and $-1$. Then $\|\chi\|^2=2$ and $a=2$, so the bound would be $-2$, whereas $E_2=-\tfrac13+1=\tfrac23$.

## The parabola opens upwards

The number $a$ is the coefficient of $c^2$ in $J(c\chi)$. If $a>0$, completing the square gives

$$J(c\chi)=ac^2+2c\|\chi\|^2=\frac{(ac+\|\chi\|^2)^2}{a}-\frac{\|\chi\|^4}{a},$$

with its minimum at $c=-\|\chi\|^2/a$. In `scaled_minimum`, `IsLeast` says that the value is attained and that no real $c$ gives less. The proof derives the parabola as `hJ`, inserts the minimiser, and uses the square for the lower bound.

```lean
/-- If `a = ⟨χ, (H₀ - E₀) χ⟩ > 0` with `χ = (V - E₁) ψ₀`, the least value of the Hylleraas
functional on the real multiples of `χ` is `-‖χ‖⁴ / a`. -/
theorem scaled_minimum (hχ : χ = shifted V E₁ ψ₀) (ha : 0 < expval (shifted H₀ E₀) χ) :
    IsLeast (Set.range fun c : ℝ => hylleraas H₀ V E₀ E₁ ψ₀ ((c : ℂ) • χ))
      (-‖χ‖ ^ 4 / expval (shifted H₀ E₀) χ) := by
  -- on this line the functional is a parabola in `c`
  have hJ : ∀ c : ℝ, hylleraas H₀ V E₀ E₁ ψ₀ ((c : ℂ) • χ) =
      expval (shifted H₀ E₀) χ * c ^ 2 + 2 * c * ‖χ‖ ^ 2 := by
    intro c
    have hn : (inner ℂ χ χ).re = ‖χ‖ ^ 2 := inner_self_eq_norm_sq (𝕜 := ℂ) χ
    simp only [hylleraas, expval, ← hχ, map_smul, inner_smul_left, inner_smul_right,
      Complex.conj_ofReal, Complex.re_ofReal_mul, hn]
    ring
  simp only [hJ]
  constructor
  · refine ⟨-(‖χ‖ ^ 2 / expval (shifted H₀ E₀) χ), ?_⟩
    field_simp
    ring
  · rintro _ ⟨c, rfl⟩
    dsimp only
    rw [div_le_iff₀ ha]
    nlinarith [sq_nonneg (expval (shifted H₀ E₀) χ * c + ‖χ‖ ^ 2)]
```

If $a\le0$ and $\chi\neq0$, $J(c\chi)$ has no lower bound. The main theorem derives $a>0$ from its hypotheses.

## The first-order equation has a solution and $\chi\neq0$

The equation $S\psi_1=-\chi$ determines the first-order correction $\psi_1$ up to vectors that $S$ sends to zero, which don't change $E_2$; its solvability is assumed. The condition $\chi\ne0$ says that $\psi_0$ is not already an eigenvector of $V$ with eigenvalue $E_1$. By symmetry,

$$E_2=\mathrm{Re}\langle\chi,\psi_1\rangle=-\langle\psi_1,S\psi_1\rangle .$$

The inequality above with $u=\chi$, $v=\psi_1$ and $\mathrm{Re}\langle\chi,S\psi_1\rangle=-\|\chi\|^2$ gives

$$\|\chi\|^4\le a\,\langle\psi_1,S\psi_1\rangle=-a\,E_2 .$$

Since $\chi\neq0$, $a$ can't be zero, so $a>0$, and division gives $E_2\le-\|\chi\|^4/a$. In the proof, `h2` is the formula for $E_2$ and `hb` is the inequality.

```lean
/-- Kirkwood bound: if `H₀` and `V` are symmetric, `H₀ - E₀` is positive semidefinite, `ψ₁` solves
the first-order equation and `χ = (V - E₁) ψ₀` is nonzero, then `a = ⟨χ, (H₀ - E₀) χ⟩` is positive,
the minimum of `J(c χ)` over real `c` is `-‖χ‖⁴ / a`, and `E₂` is at most this value. -/
theorem kirkwood_bound (hH : H₀.IsSymmetric) (hV : V.IsSymmetric)
    (hpos : ∀ x, 0 ≤ expval (shifted H₀ E₀) x) (hχ : χ = shifted V E₁ ψ₀)
    (h1 : shifted H₀ E₀ ψ₁ = -χ) (hne : χ ≠ 0) :
    0 < expval (shifted H₀ E₀) χ ∧
    IsLeast (Set.range fun c : ℝ => hylleraas H₀ V E₀ E₁ ψ₀ ((c : ℂ) • χ))
      (-‖χ‖ ^ 4 / expval (shifted H₀ E₀) χ) ∧
    secondOrder V E₁ ψ₀ ψ₁ ≤ -‖χ‖ ^ 4 / expval (shifted H₀ E₀) χ := by
  have hS := shifted_symmetric hH E₀
  -- the first-order equation gives `E₂ = -⟨ψ₁, (H₀ - E₀) ψ₁⟩`
  have h2 : secondOrder V E₁ ψ₀ ψ₁ = -expval (shifted H₀ E₀) ψ₁ := by
    have hx : χ = -shifted H₀ E₀ ψ₁ := by rw [h1, neg_neg]
    rw [secondOrder, expval, ← shifted_symmetric hV E₁ ψ₀ ψ₁, ← hχ, hx, inner_neg_left,
      hS ψ₁ ψ₁, Complex.neg_re]
  -- Cauchy-Schwarz between `χ` and `ψ₁`
  have hb := form_cauchy_schwarz hS hpos χ ψ₁
  have hn : (inner ℂ χ χ).re = ‖χ‖ ^ 2 := inner_self_eq_norm_sq (𝕜 := ℂ) χ
  rw [h1, inner_neg_right, Complex.neg_re, hn] at hb
  have hp : 0 < ‖χ‖ ^ 4 := pow_pos (norm_pos_iff.mpr hne) 4
  have ha : 0 < expval (shifted H₀ E₀) χ :=
    lt_of_le_of_ne (hpos _) (fun h => by
      rw [← h, zero_mul] at hb
      nlinarith)
  refine ⟨ha, scaled_minimum hχ ha, ?_⟩
  rw [h2, le_div_iff₀ ha]
  nlinarith
```

The theorem needs neither an eigenvector $\psi_0$ nor a particular $E_1$. If $\psi_1$ doesn't solve the equation, the bound can fail: $\psi_1=0$ in the two-level example gives $0>-1$. If $\chi=0$, then $a=0$ and $E_2=0$, so positivity of $a$ is lost.

## $\psi_0$ is a normalised eigenstate

Now let $H_0\psi_0=E_0\psi_0$, $\|\psi_0\|=1$ and $E_1=\langle V\rangle$. Normalisation makes $\|\chi\|^2=\langle V^2\rangle-\langle V\rangle^2$, the variance of $V$. The eigenvalue equation removes the $\psi_0$ part of $\chi$ from $a$, so

$$\langle[V,[H_0,V]]\rangle=2\langle VH_0V\rangle-2E_0\langle V^2\rangle=2a .$$

Substitution gives

$$E_2\le-\frac{2\,(\langle V^2\rangle-\langle V\rangle^2)^2}{\langle[V,[H_0,V]]\rangle}.$$

These two identities are `hvar` and `hcomm`.

```lean
/-- Kirkwood bound in expectation values: under the hypotheses of `kirkwood_bound`, for a normalised
eigenstate `ψ₀` of `H₀` and `E₁ = ⟨V⟩`, the mean of `[V, [H₀, V]]` is positive and `E₂ ≤ -2 (⟨V²⟩ -
⟨V⟩²)² / ⟨[V, [H₀, V]]⟩`. -/
theorem kirkwood_commutator (hH : H₀.IsSymmetric) (hV : V.IsSymmetric)
    (hpos : ∀ x, 0 ≤ expval (shifted H₀ E₀) x) (h0 : H₀ ψ₀ = (E₀ : ℂ) • ψ₀)
    (hnorm : ‖ψ₀‖ = 1) (hχ : χ = shifted V (expval V ψ₀) ψ₀)
    (h1 : shifted H₀ E₀ ψ₁ = -χ) (hne : χ ≠ 0) :
    0 < expval (comm V (comm H₀ V)) ψ₀ ∧
    secondOrder V (expval V ψ₀) ψ₀ ψ₁ ≤
      -2 * (expval (V ∘ₗ V) ψ₀ - expval V ψ₀ ^ 2) ^ 2 / expval (comm V (comm H₀ V)) ψ₀ := by
  obtain ⟨ha, -, hb⟩ := kirkwood_bound hH hV hpos hχ h1 hne
  have hsplit : χ = V ψ₀ + ((-expval V ψ₀ : ℝ) : ℂ) • ψ₀ := by
    simp [hχ, shifted, sub_eq_add_neg]
  have e2 : inner ℂ ψ₀ (V (V ψ₀)) = inner ℂ (V ψ₀) (V ψ₀) := (hV _ _).symm
  -- the squared norm of `χ` is the variance of `V`
  have hvar : ‖χ‖ ^ 2 = expval (V ∘ₗ V) ψ₀ - expval V ψ₀ ^ 2 := by
    have hid : ∀ x : F, expval LinearMap.id x = ‖x‖ ^ 2 :=
      fun x => inner_self_eq_norm_sq (𝕜 := ℂ) x
    have hVV : expval (V ∘ₗ V) ψ₀ = ‖V ψ₀‖ ^ 2 := by
      rw [← hid, expval, expval, LinearMap.comp_apply, e2, LinearMap.id_apply]
    have hm : (inner ℂ (V ψ₀) (LinearMap.id (R := ℂ) ψ₀)).re = expval V ψ₀ := by
      rw [LinearMap.id_apply, hV ψ₀ ψ₀, expval]
    rw [← hid, hsplit, expval_line (fun _ _ => rfl), hm, hid, hid, hnorm, hVV]
    ring
  -- the double commutator gives twice `⟨χ, (H₀ - E₀) χ⟩`
  have hcomm : expval (comm V (comm H₀ V)) ψ₀ = 2 * expval (shifted H₀ E₀) χ := by
    have hz : shifted H₀ E₀ ψ₀ = 0 := by simp [shifted, h0]
    have e1 : inner ℂ ψ₀ (V (H₀ (V ψ₀))) = inner ℂ (V ψ₀) (H₀ (V ψ₀)) := (hV _ _).symm
    have e3 : inner ℂ ψ₀ (H₀ (V (V ψ₀))) = (E₀ : ℂ) * inner ℂ (V ψ₀) (V ψ₀) := by
      rw [← hH ψ₀ (V (V ψ₀)), h0, inner_smul_left, Complex.conj_ofReal, e2]
    rw [hsplit, expval_line (shifted_symmetric hH E₀)]
    simp only [expval, hz, inner_zero_right, Complex.zero_re, mul_zero, add_zero]
    simp only [comm, shifted, LinearMap.sub_apply, LinearMap.comp_apply, LinearMap.smul_apply,
      LinearMap.id_apply, map_sub, h0, map_smul, inner_sub_right, inner_smul_right, e1, e2, e3,
      Complex.sub_re, Complex.re_ofReal_mul]
    ring
  rw [hcomm, ← hvar]
  refine ⟨by linarith, hb.trans_eq ?_⟩
  field_simp
```

Without the eigenvalue equation the commutator need not equal $2a$; without normalisation `expval V ψ₀` need not be the mean of $V$. The preceding theorem needs neither condition.

When $V$ couples a system with a non-degenerate ground state to a static electric field, this is a lower bound on the polarisability from expectation values in $\psi_0$ alone, provided that $\psi_0$ is the exact ground state of $H_0$ and the operators act within a common subspace as above. With $H_0$ and $V$ projected onto the span of a finite basis, the subspace condition is met, and the bound is on the polarisability in that basis. For the hydrogen atom in a uniform field along $z$ the theorem doesn't apply as it stands: applying $H_0$ twice to $z\psi_0$ gives a term that behaves as $\cos\theta/r^2$ near the nucleus and is not square-integrable, so no such subspace exists.

## The two-level system meets every condition

The opening example is written out here, with $\psi_1=(0,-1)$. `levels` is its $H_0$ and `coupling` its $V$.

```lean
/-- The state space of a two-level system. -/
abbrev TwoLevel := EuclideanSpace ℂ (Fin 2)

/-- The Hamiltonian `diag(0, 1)`. -/
def levels : TwoLevel →ₗ[ℂ] TwoLevel where
  toFun x := !₂[0, x 1]
  map_add' x y := by ext i; fin_cases i <;> simp
  map_smul' c x := by ext i; fin_cases i <;> simp

/-- The coupling that exchanges the two levels. -/
def coupling : TwoLevel →ₗ[ℂ] TwoLevel where
  toFun x := !₂[x 1, x 0]
  map_add' x y := by ext i; fin_cases i <;> simp
  map_smul' c x := by ext i; fin_cases i <;> simp
```

The last theorem checks the hypotheses of both forms of the bound, component by component.

```lean
/-- The two-level system with `ψ₀ = (1, 0)`, `ψ₁ = (0, -1)`, `χ = (0, 1)` and `E₀ = E₁ = 0`
meets the hypotheses of both forms of the bound. -/
theorem kirkwood_witness :
    levels.IsSymmetric ∧ coupling.IsSymmetric ∧ (∀ x, 0 ≤ expval (shifted levels 0) x) ∧
    levels !₂[1, 0] = ((0 : ℝ) : ℂ) • !₂[1, 0] ∧ ‖(!₂[1, 0] : TwoLevel)‖ = 1 ∧
    expval coupling !₂[1, 0] = 0 ∧ !₂[0, 1] = shifted coupling 0 !₂[1, 0] ∧
    shifted levels 0 !₂[0, -1] = -!₂[0, 1] ∧ (!₂[0, 1] : TwoLevel) ≠ 0 := by
  have hs : ∀ T : TwoLevel →ₗ[ℂ] TwoLevel, shifted T 0 = T := fun T => by simp [shifted]
  simp only [hs]
  refine ⟨fun x y => ?_, fun x y => ?_, fun x => ?_, ?_, ?_, ?_, ?_, ?_, fun h => ?_⟩
  · simp [levels, PiLp.inner_apply, Fin.sum_univ_two]
  · simp [coupling, PiLp.inner_apply, Fin.sum_univ_two, add_comm]
  · have h : inner ℂ x (levels x) = ((‖x 1‖ ^ 2 : ℝ) : ℂ) := by
      simp only [levels, LinearMap.coe_mk, AddHom.coe_mk, PiLp.inner_apply, Fin.sum_univ_two]
      simp
    rw [expval, h, Complex.ofReal_re]
    positivity
  · ext i; fin_cases i <;> simp [levels]
  · simp [EuclideanSpace.norm_eq, Fin.sum_univ_two]
  · simp [expval, coupling, PiLp.inner_apply, Fin.sum_univ_two]
  · ext i; fin_cases i <;> simp [coupling]
  · ext i; fin_cases i <;> simp [levels]
  · simpa using congrArg (fun v : TwoLevel => v 1) h

end

end KirkwoodBound
```

```lean
#print axioms KirkwoodBound.kirkwood_bound
#print axioms KirkwoodBound.kirkwood_commutator
```

```
'KirkwoodBound.kirkwood_bound' depends on axioms: [propext, Classical.choice, Quot.sound]
'KirkwoodBound.kirkwood_commutator' depends on axioms: [propext, Classical.choice, Quot.sound]
```
